# Forward recursion for the lesser function of the last layer in a block tridiagonal system

Two coupled layers of a conductor carry a steady current at energy $E$. How many electrons per unit energy does the second layer hold? The answer is in its lesser Green function, the last diagonal block of $GsG^\dagger$. Here $G$ is the retarded Green function, the inverse of

$$A=\begin{pmatrix}D_0&-V_0\\-V_0^\dagger&D_1\end{pmatrix},$$

$D_j$ is $E$ minus the Hamiltonian and retarded self-energy of layer $j$, $V_j$ is the block of the Hamiltonian in row $j$ and column $j+1$, which couples these two layers, and $s=\mathrm{diag}(s_0,s_1)$ is the lesser self-energy.

Only the last row $(x_0,x_1)$ of $G$ is needed. It satisfies $x_0D_0-x_1V_0^\dagger=0$ and $-x_0V_0+x_1D_1=1$. With $g_0=D_0^{-1}$ the first equation gives $x_0=x_1V_0^\dagger g_0$, and the second then gives $x_1=g_1=(D_1-V_0^\dagger g_0V_0)^{-1}$. Hence

$$x_0s_0x_0^\dagger+x_1s_1x_1^\dagger=g_1\left(s_1+V_0^\dagger\,g_0s_0g_0^\dagger\,V_0\right)g_1^\dagger .$$

The source $s_0$ enters only through $g_0s_0g_0^\dagger$, the lesser function of the first layer on its own, carried across the coupling. The first layer also affects $g_1$, through $g_0$. The problems below extend this to layers $0,\dots,N$. In recursive Green function simulations, it gives the last layer's lesser function without forming all of $G$, provided that the retarded and lesser self-energies are supplied and both are block diagonal.

## The layered system in Lean

Blocks first live in a ring `R` with an adjoint `star`, written $\dagger$ here; they need not commute.

```lean
import Mathlib

open Matrix

namespace RecursiveLesser

section StarRing

variable {R : Type*} [Ring R] [StarRing R]
```

The blocks of $A$ are given by `entry`, and `layered N D V` is the whole matrix, with $N+1$ layers. $D_j$ need not be Hermitian.

```lean
/-- Block `(i, j)` of a layered system: `D j` on the diagonal, `-V i` just above it,
the adjoint `-(V j)ᴴ` just below it, and zero elsewhere. -/
def entry (D V : ℕ → R) (i j : ℕ) : R :=
  if i = j then D j else if i + 1 = j then -V i else if i = j + 1 then -star (V j) else 0

/-- The block tridiagonal matrix of the layers `0, ..., N`. -/
def layered (N : ℕ) (D V : ℕ → R) : Matrix (Fin (N + 1)) (Fin (N + 1)) R :=
  Matrix.of fun i j => entry D V i j
```

The pivots are $P_0=D_0$ and $P_{k+1}=D_{k+1}-V_k^\dagger g_kV_k$. The family $g$ is an input, tied to the pivots by the hypothesis $P_kg_k=1$ for $k\le N$.

```lean
/-- The forward pivots `D 0` and `D (k+1) - (V k)ᴴ g k V k`, for a given family `g`. -/
def pivot (D V g : ℕ → R) : ℕ → R
  | 0 => D 0
  | k + 1 => D (k + 1) - star (V k) * g k * V k
```

The recursive lesser function, often written $g^<$, is called $n_k$ here: $n_0=g_0s_0g_0^\dagger$ and $n_{k+1}=g_{k+1}(s_{k+1}+V_k^\dagger n_kV_k)g_{k+1}^\dagger$.

```lean
/-- The recursive lesser function: each layer adds its own source `s` to the lesser function of the
previous layers, carried over by the coupling, and the sum is multiplied by the layer's `g` from the
left and by the adjoint of `g` from the right. Layer `0` has only its source. -/
def lesser (V s g : ℕ → R) : ℕ → R
  | 0 => g 0 * s 0 * star (g 0)
  | k + 1 => g (k + 1) * (s (k + 1) + star (V k) * lesser V s g k * V k) * star (g (k + 1))
```

Rows of a block matrix $Y$ are continued by zero, so that layers can be numbered by natural numbers.

```lean
/-- Block row `i` of a matrix, continued by zero beyond the last layer. -/
def blockRow {N : ℕ} (Y : Matrix (Fin (N + 1)) (Fin (N + 1)) R) (i : Fin (N + 1)) (m : ℕ) : R :=
  if h : m < N + 1 then Y i ⟨m, h⟩ else 0
```

## (a) The continued row

Let $y_m$ be the continued row $i$ of $Y$. Show that $y_j=Y_{ij}$ for $0\le j\le N$.

**Solution.** For these $j$ the definition selects the matrix entry.

```lean
omit [StarRing R] in
/-- On the layers of the system, the continued row agrees with the row of the matrix. -/
theorem blockRow_val {N : ℕ} (Y : Matrix (Fin (N + 1)) (Fin (N + 1)) R) (i j : Fin (N + 1)) :
    blockRow Y i j = Y i j :=
  dif_pos j.isLt
```

## (b) A row times the layered matrix

Show that, for $j\le N$,
$$\sum_{m=0}^N y_mA_{mj}=(YA)_{ij}.$$

**Solution.** By (a), the left side is the definition of the matrix product. The Lean proof changes the sum over natural numbers into one over layer indices.

```lean
/-- A block row multiplied into the layered matrix is the corresponding row of the product. -/
theorem blockRow_mul {N : ℕ} (D V : ℕ → R) (Y : Matrix (Fin (N + 1)) (Fin (N + 1)) R)
    (i : Fin (N + 1)) (j : ℕ) (hj : j < N + 1) :
    ∑ m ∈ Finset.range (N + 1), blockRow Y i m * entry D V m j
      = (Y * layered N D V) i ⟨j, hj⟩ := by
  rw [← Fin.sum_univ_eq_sum_range (fun m => blockRow Y i m * entry D V m j), Matrix.mul_apply]
  refine Finset.sum_congr rfl fun m _ => ?_
  rw [blockRow_val]
  rfl
```

## (c) Forward elimination

Let a block row $x$ satisfy $xA=(0,\dots,0,c)$, and let $P_kg_k=1$ for $k\le N$. Show that
$$x_k=x_{k+1}V_k^\dagger g_k\quad(k<N),\qquad x_N=c\,g_N .$$

**Solution.** We prove $x_kP_k=x_{k+1}V_k^\dagger$ for $k<N$ and $x_NP_N=c$; multiplying by $g_k$ from the right then gives the result. Column $0$ is the case $k=0$, also when $N=0$. If the claim holds at $k<N$, then $x_k=x_{k+1}V_k^\dagger g_k$, so
$$x_{k+1}D_{k+1}-x_kV_k=x_{k+1}P_{k+1}.$$
Column $k+1$ equates this to $x_{k+2}V_{k+1}^\dagger$, or to $c$ if $k+1=N$.

In Lean, `c0` and `c1` are the columns, `key` is the induction and `solve` is the multiplication by $g_k$.

```lean
/-- Forward elimination: if the pivots have right inverses `g k` and a block row `x` times the
layered matrix is `(0, ..., 0, c)`, then `x k = x (k+1) (V k)ᴴ g k` and `x N = c g N`. -/
theorem elimination {N : ℕ} {D V g : ℕ → R} (hg : ∀ k ≤ N, pivot D V g k * g k = 1)
    (x : ℕ → R) (c : R)
    (h : ∀ j ≤ N, ∑ i ∈ Finset.range (N + 1), x i * entry D V i j = if j = N then c else 0) :
    (∀ k < N, x k = x (k + 1) * star (V k) * g k) ∧ x N = c * g N := by
  have e : ∀ i j, entry D V i j = (if i = j then D j else 0) - (if i + 1 = j then V i else 0)
      - (if i = j + 1 then star (V j) else 0) := by
    intro i j
    unfold entry
    split_ifs <;> first | omega | simp
  -- the first column and the later columns of the row equation
  have c0 : ∑ i ∈ Finset.range (N + 1), x i * entry D V i 0
      = x 0 * D 0 - if 1 < N + 1 then x 1 * star (V 0) else 0 := by
    simp [e, mul_sub, Finset.sum_sub_distrib]
  have c1 : ∀ k, k + 1 ≤ N → ∑ i ∈ Finset.range (N + 1), x i * entry D V i (k + 1)
      = x (k + 1) * D (k + 1) - x k * V k
        - if k + 1 + 1 < N + 1 then x (k + 1 + 1) * star (V (k + 1)) else 0 := by
    intro k hk
    have h1 : k < N := by omega
    have h2 : k < N + 1 := by omega
    simp [e, mul_sub, Finset.sum_sub_distrib, h1, h2]
  have solve : ∀ k ≤ N, ∀ z, x k * pivot D V g k = z → x k = z * g k := by
    rintro k hk _ rfl
    rw [mul_assoc, hg k hk, mul_one]
  -- eliminating the earlier layers turns each diagonal block into its pivot
  have key : ∀ k ≤ N, x k * pivot D V g k = if k = N then c else x (k + 1) * star (V k) := by
    intro k
    induction k with
    | zero =>
      intro hk
      have h0 := h 0 hk
      rw [c0] at h0
      by_cases hN : 0 = N
      · rw [if_neg (by omega : ¬ 1 < N + 1), if_pos hN, sub_zero] at h0
        rw [if_pos hN]
        exact h0
      · rw [if_pos (by omega : 1 < N + 1), if_neg hN] at h0
        rw [if_neg hN]
        exact sub_eq_zero.mp h0
    | succ k ih =>
      intro hk
      have i := ih (by omega)
      rw [if_neg (by omega : ¬ k = N)] at i
      have hx := solve k (by omega) _ i
      have hp : x (k + 1) * pivot D V g (k + 1) = x (k + 1) * D (k + 1) - x k * V k := by
        rw [hx]
        simp only [pivot, mul_sub, mul_assoc]
      have h0 := h (k + 1) hk
      rw [c1 k hk, ← hp] at h0
      by_cases hN : k + 1 = N
      · rw [if_neg (by omega : ¬ k + 1 + 1 < N + 1), if_pos hN, sub_zero] at h0
        rw [if_pos hN]
        exact h0
      · rw [if_pos (by omega : k + 1 + 1 < N + 1), if_neg hN] at h0
        rw [if_neg hN]
        exact sub_eq_zero.mp h0
  refine ⟨fun k hk => solve k hk.le _ ?_, solve N le_rfl _ ?_⟩
  · rw [key k hk.le, if_neg (by omega : ¬ k = N)]
  · rw [key N le_rfl, if_pos rfl]
```

## (d) Adding up the sources

Let $x_j=x_{j+1}V_j^\dagger g_j$ for $j<k$, and $x_k=zg_k$ for some block $z$. Show that
$$\sum_{j=0}^k x_js_jx_j^\dagger=z\,n_k\,z^\dagger .$$

**Solution.** For $k=0$ both sides are $zg_0s_0g_0^\dagger z^\dagger$. For $k+1$, apply the case $k$ with $x_{k+1}V_k^\dagger$ in place of $z$, and add the new term:
$$x_{k+1}\left(V_k^\dagger n_kV_k+s_{k+1}\right)x_{k+1}^\dagger=z\,n_{k+1}z^\dagger,$$
since $x_{k+1}=zg_{k+1}$. The change of $z$ is why the induction is `generalizing z`.

```lean
/-- Along a row with `x j = x (j+1) (V j)ᴴ g j` for `j < k` and `x k = z g k`, the sources
of the layers up to `k` add up to `z n_k zᴴ`, with `n_k` the recursive lesser function. -/
theorem sum_sources (V s g x : ℕ → R) (k : ℕ)
    (h : ∀ j < k, x j = x (j + 1) * star (V j) * g j) (z : R) (hz : x k = z * g k) :
    ∑ j ∈ Finset.range (k + 1), x j * s j * star (x j) = z * lesser V s g k * star z := by
  induction k generalizing z with
  | zero => simp [lesser, hz, mul_assoc]
  | succ k ih =>
    rw [Finset.sum_range_succ, ih (fun j hj => h j (by omega)) (x (k + 1) * star (V k))
      (h k (by omega)), hz]
    simp only [lesser, star_mul, star_star]
    noncomm_ring
```

## (e) The last block for a given left inverse

Let $GA=1$ and $P_kg_k=1$ for $k\le N$. Show that
$$(GsG^\dagger)_{NN}=n_N .$$

**Solution.** The last row of $GA=1$ is $(0,\dots,0,1)$, so (c) applies with $c=1$ and (d) with $z=1$. The sum in (d) is then $\sum_jG_{Nj}s_jG_{Nj}^\dagger$, the required block. In Lean, `Gᴴ` transposes the block matrix and takes the adjoint of each block.

```lean
/-- If the pivots have right inverses `g k` and `G` is a left inverse of the layered matrix,
the last diagonal block of `G s Gᴴ` is the recursive lesser function. -/
theorem lesser_of_left_inverse {N : ℕ} {D V g : ℕ → R} (s : ℕ → R)
    (hg : ∀ k ≤ N, pivot D V g k * g k = 1) {G : Matrix (Fin (N + 1)) (Fin (N + 1)) R}
    (hG : G * layered N D V = 1) :
    (G * Matrix.diagonal (fun i : Fin (N + 1) => s i) * Gᴴ) (Fin.last N) (Fin.last N)
      = lesser V s g N := by
  obtain ⟨h1, h2⟩ := elimination hg (blockRow G (Fin.last N)) 1 (by
    intro j hj
    rw [blockRow_mul D V G _ j (by omega), hG, Matrix.one_apply]
    exact if_congr (by simp only [Fin.ext_iff, Fin.val_last]; omega) rfl rfl)
  have hs := sum_sources V s g _ N h1 1 h2
  rw [← Fin.sum_univ_eq_sum_range (fun j => blockRow G (Fin.last N) j * s j *
    star (blockRow G (Fin.last N) j))] at hs
  simp only [blockRow_val, one_mul, star_one, mul_one] at hs
  rw [Matrix.mul_apply]
  simp only [Matrix.mul_diagonal, Matrix.conjTranspose_apply]
  exact hs
```

## (f) No nonzero matrix is annihilated

With the same pivot hypothesis, show that
$$YA=0\;\Longrightarrow\;Y=0 .$$

**Solution.** Each row of $Y$ satisfies (c) with $c=0$. Its last block vanishes, and $x_k=x_{k+1}V_k^\dagger g_k$ carries the zero down to layer $0$. The Lean induction `all` runs over the distance from the last layer.

```lean
/-- If the pivots have right inverses, only the zero matrix is annihilated by
multiplication with the layered matrix from the right. -/
theorem eq_zero_of_mul_layered {N : ℕ} {D V g : ℕ → R}
    (hg : ∀ k ≤ N, pivot D V g k * g k = 1) {Y : Matrix (Fin (N + 1)) (Fin (N + 1)) R}
    (hY : Y * layered N D V = 0) : Y = 0 := by
  apply Matrix.ext
  intro i j
  obtain ⟨h1, h2⟩ := elimination hg (blockRow Y i) 0 (by
    intro m hm
    rw [blockRow_mul D V Y i m (by omega), hY]
    simp)
  -- the last block vanishes, and the others follow downwards
  have all : ∀ d k, k + d = N → blockRow Y i k = 0 := by
    intro d
    induction d with
    | zero =>
      intro k hk
      have hk' : k = N := by omega
      rw [hk', h2, zero_mul]
    | succ d ih =>
      intro k hk
      rw [h1 k (by omega), ih (k + 1) (by omega), zero_mul, zero_mul]
  rw [← blockRow_val Y i j, all (N - j) j (by have := j.isLt; omega)]
  rfl

end StarRing
```

## (g) Complex blocks: the inverse exists

Let the blocks be complex square matrices of one common size, with $P_kg_k=1$ for $k\le N$. Show that some $G$ satisfies
$$GA=AG=1,\qquad (GsG^\dagger)_{NN}=n_N .$$

**Solution.** By (f) the linear map $Y\mapsto YA$ is injective. Its space is finite-dimensional, so it is onto and some $G$ has $GA=1$. Then $(AG-1)A=A(GA)-A=0$, and (f) gives $AG=1$. Part (e) supplies the last block.

In Lean, the type `n` labels the orbitals of a layer and is unrelated to $n_k$. The pivot hypothesis is assumed; it fails, for example, if for some $k\le N$ the layers $0,\dots,k$ have no self-energy and $E$ is an eigenvalue of their Hamiltonian, taken without the other layers. The step from this algebra to a real device is the steady-state Keldysh equation, which identifies $GsG^\dagger$ with the physical lesser function.

```lean
variable {n : Type*} [Fintype n] [DecidableEq n]

/-- Recursive lesser function: if all forward pivots are invertible with inverses `g k`, the
layered matrix has an inverse `G`, and the last diagonal block of `G s Gᴴ` is `n_N`. -/
theorem recursive_lesser {N : ℕ} {D V g : ℕ → Matrix n n ℂ} (s : ℕ → Matrix n n ℂ)
    (hg : ∀ k ≤ N, pivot D V g k * g k = 1) :
    ∃ G : Matrix (Fin (N + 1)) (Fin (N + 1)) (Matrix n n ℂ),
      G * layered N D V = 1 ∧ layered N D V * G = 1 ∧
      (G * Matrix.diagonal (fun i : Fin (N + 1) => s i) * Gᴴ) (Fin.last N) (Fin.last N)
        = lesser V s g N := by
  -- in finite dimension an injective multiplication map is onto
  have inj : Function.Injective (LinearMap.mulRight ℂ (layered N D V)) := by
    rw [injective_iff_map_eq_zero]
    intro Y hY
    exact eq_zero_of_mul_layered hg hY
  obtain ⟨G, hG'⟩ := LinearMap.surjective_of_injective inj 1
  have hG : G * layered N D V = 1 := hG'
  refine ⟨G, hG, ?_, lesser_of_left_inverse s hg hG⟩
  refine sub_eq_zero.mp (eq_zero_of_mul_layered hg ?_)
  rw [sub_mul, mul_assoc, hG, mul_one, one_mul, sub_self]
```

## (h) Equilibrium

Let $s_j=f(D_j-D_j^\dagger)$ with one number $f$ for all layers. Physically, $f$ is the Fermi function at $E$, shared because all layers have one temperature and chemical potential; Lean allows any complex $f$. For complex matrix blocks under the pivot hypothesis, show that
$$n_k=f\,(g_k^\dagger-g_k)\qquad(k\le N).$$

**Solution.** For square matrices $g_kP_k=1$ as well, so
$$g_k(P_k-P_k^\dagger)g_k^\dagger=g_k^\dagger-g_k,$$
which is `core` in Lean. This settles $k=0$. If the result holds at $k$, the bracket in the recursion for $n_{k+1}$ is
$$f\left[D_{k+1}-D_{k+1}^\dagger+V_k^\dagger(g_k^\dagger-g_k)V_k\right]=f\,(P_{k+1}-P_{k+1}^\dagger),$$
and `core` at $k+1$ finishes the step.

```lean
/-- Fluctuation-dissipation relation: if the pivots have inverses `g k` and every layer has the
source `f (D - Dᴴ)` with a common factor `f`, then `n_k = f (g_kᴴ - g_k)`. -/
theorem lesser_equilibrium {N : ℕ} {D V g : ℕ → Matrix n n ℂ} (f : ℂ)
    (hg : ∀ k ≤ N, pivot D V g k * g k = 1) (k : ℕ) (hk : k ≤ N) :
    lesser V (fun j => f • (D j - star (D j))) g k = f • (star (g k) - g k) := by
  have core : ∀ j ≤ N, g j * (pivot D V g j - star (pivot D V g j)) * star (g j)
      = star (g j) - g j := by
    intro j hj
    have h1 : g j * pivot D V g j = 1 := mul_eq_one_comm.mp (hg j hj)
    have h2 : star (pivot D V g j) * star (g j) = 1 := by rw [← star_mul, h1, star_one]
    rw [mul_sub, sub_mul, h1, one_mul, mul_assoc, h2, mul_one]
  induction k with
  | zero =>
    rw [← core 0 hk]
    simp only [lesser, pivot, mul_smul_comm, smul_mul_assoc]
  | succ k ih =>
    -- source and inherited part combine into the anti-Hermitian part of the pivot
    have hp : f • (D (k + 1) - star (D (k + 1))) + star (V k) * (f • (star (g k) - g k)) * V k
        = f • (pivot D V g (k + 1) - star (pivot D V g (k + 1))) := by
      simp only [pivot, star_sub, star_mul, star_star, mul_smul_comm, smul_mul_assoc]
      rw [← smul_add]
      congr 1
      noncomm_ring
    rw [← core (k + 1) hk]
    simp only [lesser]
    rw [ih (by omega), hp, mul_smul_comm, smul_mul_assoc]
```

## (i) A uniform chain

Take numbers as blocks, with $D_j=2$ and $V_j=1$: a one-orbital chain at its upper band edge, in units of the hopping. Show that the pivot hypothesis holds at every length with
$$g_k=\frac{k+1}{k+2}.$$

**Solution.** First, $P_0g_0=2\cdot\tfrac12=1$. Next,
$$P_{k+1}=2-\frac{k+1}{k+2}=\frac{k+3}{k+2},$$
which is the reciprocal of $g_{k+1}$.

```lean
/-- The uniform chain with `D = 2` and `V = 1` has invertible pivots at every length, with
`g k = (k+1)/(k+2)`. -/
theorem uniform_chain_witness (k : ℕ) :
    pivot (fun _ => (2 : ℂ)) (fun _ => 1) (fun j => ((j : ℂ) + 1) / ((j : ℂ) + 2)) k
      * (((k : ℂ) + 1) / ((k : ℂ) + 2)) = 1 := by
  cases k with
  | zero => norm_num [pivot]
  | succ k =>
    have h2 : (k : ℂ) + 2 ≠ 0 := by exact_mod_cast Nat.succ_ne_zero (k + 1)
    have h3 : (k : ℂ) + 3 ≠ 0 := by exact_mod_cast Nat.succ_ne_zero (k + 2)
    have e1 : (2 : ℂ) - ((k : ℂ) + 1) / ((k : ℂ) + 2) = ((k : ℂ) + 3) / ((k : ℂ) + 2) := by
      rw [eq_div_iff h2, sub_mul, div_mul_cancel₀ _ h2]
      ring
    have e2 : (((k + 1 : ℕ) : ℂ) + 1) / (((k + 1 : ℕ) : ℂ) + 2)
        = ((k : ℂ) + 2) / ((k : ℂ) + 3) := by
      push_cast
      congr 1 <;> ring
    simp only [pivot, star_one, one_mul, mul_one]
    rw [e1, e2, div_mul_div_comm, mul_comm ((k : ℂ) + 3), div_self (mul_ne_zero h2 h3)]

end RecursiveLesser
```

```lean
#print axioms RecursiveLesser.recursive_lesser
#print axioms RecursiveLesser.lesser_equilibrium
```

```
'RecursiveLesser.recursive_lesser' depends on axioms: [propext, Classical.choice, Quot.sound]
'RecursiveLesser.lesser_equilibrium' depends on axioms: [propext, Classical.choice, Quot.sound]
```
